# For a fixed Hamiltonian with a gap, the band-energy excess bounds the squared density-matrix error

A density-matrix minimisation at fixed Hamiltonian H can be stopped once the band energy tr(HQ) is within a chosen tolerance of its minimum. To infer from this alone that the density matrix Q is converged too, one needs a bound on its error in terms of the energy error. A gap supplies one.

Let P be the projector onto the N lowest levels of H, and let every other level lie at least g > 0 above them. If Q is Hermitian with 0 ≤ Q ≤ 1 and tr Q = N, then

tr((Q−P)²) ≤ (2/g) tr(H(Q−P)).

The left side is the squared Frobenius norm of the error. The trace on the right is the band-energy excess. Q may have fractional occupations.

## Choosing an energy tolerance for a target matrix error

To guarantee a Frobenius error of at most δ, it is enough to bring the excess down to gδ²/2. The guaranteed matrix error thus scales as the square root of the energy error, and for a smaller g the same guarantee takes a tighter energy tolerance. A lower estimate of the gap may be used for g.

This applies to non-interacting electrons, or to one Kohn–Sham or tight-binding step with H held fixed, in a finite orthonormal basis. Each level holds one electron. In a spin-restricted code with occupations up to 2, halve the density matrix and its band energy first.

## Counting the charge promoted across the gap

Write H = U diag(ε) Uᴴ with U unitary, and let S be the set of the N filled levels (not an overlap matrix). Then P = U diag(f) Uᴴ, with fᵢ = 1 for i in S and fᵢ = 0 otherwise. The occupations of the levels in Q are

dᵢ = (UᴴQU)ᵢᵢ.

Both UᴴQU and Uᴴ(1−Q)U = 1 − UᴴQU are positive semidefinite, so 0 ≤ dᵢ ≤ 1. Since UUᴴ = 1, the dᵢ sum to tr Q = N. The charge promoted out of the filled levels is

q = N − tr(PQ) = Σ_{i∈S} (1−dᵢ) = Σ_{j∉S} dⱼ.

Let μ be the highest filled level; if S is empty, take any μ with μ + g below all levels. Because Σᵢ(dᵢ−fᵢ) = 0, energies can be measured from μ:

tr(H(Q−P)) = Σᵢ εᵢ(dᵢ−fᵢ) = Σᵢ (εᵢ−μ)(dᵢ−fᵢ)

= Σ_{i∈S} (μ−εᵢ)(1−dᵢ) + Σ_{j∉S} (εⱼ−μ)dⱼ ≥ gq.

The first sum is non-negative, and in the second each εⱼ−μ is at least g.

For the matrix error, expand

Q − Q² = Q(1−Q)Q + (1−Q)Q(1−Q).

Both terms on the right are positive semidefinite, so tr(Q²) ≤ tr Q = N. With tr(P²) = N,

tr((Q−P)²) = tr(Q²) − 2 tr(PQ) + tr(P²) ≤ 2N − 2 tr(PQ) = 2q.

Since q ≤ tr(H(Q−P))/g, the bound follows.

## Two levels 2 eV apart

Take H = diag(0, 2) in eV and N = 1, so P = diag(1, 0) and g = 2 eV. Let Q have rows (0.9, 0.3) and (0.3, 0.1), a pure state with a tenth of an electron promoted. The excess is 2 × 0.1 = 0.2 eV, and the bound is (2/2) × 0.2 = 0.2. Directly,

tr((Q−P)²) = 0.01 + 0.09 + 0.09 + 0.01 = 0.2,

which is equality. Without the off-diagonal entries the excess is unchanged, but the squared error drops to 0.02.

The limits on the occupations cannot be dropped: Q = diag(1.1, −0.1) is Hermitian with trace 1, yet its excess is −0.2 eV and the inequality fails. Hermiticity and the correct trace are therefore not enough.

## The bound in Lean

The main theorem is `density_error_le_energy_excess`. In it, H is `levelOperator U ε` and P is `levelOperator U (filling S)`.

```lean
import Mathlib

open Matrix
open scoped ComplexOrder

namespace BandEnergyGapBound

noncomputable section

variable {n : Type*} [Fintype n] [DecidableEq n]

/-- The operator with eigenvalues `f i` on the columns of the unitary matrix `U`. -/
def levelOperator (U : Matrix n n ℂ) (f : n → ℝ) : Matrix n n ℂ :=
  U * diagonal (fun i => (f i : ℂ)) * Uᴴ

/-- Filling numbers: one for the levels in `S`, zero for the others. -/
def filling (S : Finset n) (i : n) : ℝ := if i ∈ S then 1 else 0

/-- The occupation of the `i`-th column of `U` in the density matrix `Q`. -/
def occupation (U Q : Matrix n n ℂ) (i : n) : ℝ := ((Uᴴ * Q * U) i i).re

/-- Every level in `S` lies at least `g` below every level outside `S`. -/
def Gapped {m : Type*} (ε : m → ℝ) (S : Finset m) (g : ℝ) : Prop :=
  ∀ i ∈ S, ∀ j, j ∉ S → ε i + g ≤ ε j

/-- For levels in increasing order, the levels up to `a` are separated from the rest by the
distance between level `a` and the next level `b`. -/
theorem gapped_of_monotone {M : ℕ} {ε : Fin M → ℝ} (hε : Monotone ε) (a b : Fin M)
    (hab : b.val = a.val + 1) : Gapped ε (Finset.Iic a) (ε b - ε a) := by
  intro i hi j hj
  have h1 : ε i ≤ ε a := hε (Finset.mem_Iic.1 hi)
  have h2 : a < j := not_le.1 (fun h => hj (Finset.mem_Iic.2 h))
  have h3 : b ≤ j := by
    rw [Fin.le_def]
    rw [Fin.lt_def] at h2
    omega
  have h4 := hε h3
  linarith

/-- The expectation value of a level operator is the sum of its eigenvalues weighted with the
occupations. -/
theorem trace_levelOperator_mul (U Q : Matrix n n ℂ) (f : n → ℝ) :
    (levelOperator U f * Q).trace.re = ∑ i, f i * occupation U Q i := by
  have h : (levelOperator U f * Q).trace
      = (diagonal (fun i => (f i : ℂ)) * (Uᴴ * Q * U)).trace := by
    unfold levelOperator
    rw [Matrix.mul_assoc, Matrix.mul_assoc, Matrix.trace_mul_comm]
    simp only [Matrix.mul_assoc]
  rw [h]
  simp only [Matrix.trace, Matrix.diag_apply, Matrix.diagonal_mul, Complex.re_sum,
    Complex.re_ofReal_mul, occupation]

/-- In a level operator built on the unitary `U`, the occupations are its eigenvalues. -/
theorem occupation_levelOperator {U : Matrix n n ℂ} (hU : Uᴴ * U = 1) (f : n → ℝ) (i : n) :
    occupation U (levelOperator U f) i = f i := by
  have h : Uᴴ * levelOperator U f * U = diagonal (fun i => (f i : ℂ)) := by
    calc Uᴴ * levelOperator U f * U
        = (Uᴴ * U) * diagonal (fun i => (f i : ℂ)) * (Uᴴ * U) := by
          simp only [levelOperator, Matrix.mul_assoc]
      _ = _ := by rw [hU, Matrix.one_mul, Matrix.mul_one]
  rw [occupation, h, Matrix.diagonal_apply_eq, Complex.ofReal_re]

/-- If `0 ≤ Q ≤ 1`, then `tr Q² ≤ tr Q`. -/
theorem trace_sq_le {Q : Matrix n n ℂ} (h0 : Q.PosSemidef) (h1 : (1 - Q).PosSemidef) :
    (Q * Q).trace.re ≤ Q.trace.re := by
  have a := (h1.conjTranspose_mul_mul_same Q).trace_nonneg
  have b := (h0.conjTranspose_mul_mul_same (1 - Q)).trace_nonneg
  rw [h0.isHermitian.eq] at a
  rw [h1.isHermitian.eq] at b
  -- Q - Q² is a sum of two positive operators
  have e : Q - Q * Q = Q * (1 - Q) * Q + (1 - Q) * Q * (1 - Q) := by noncomm_ring
  have t := congrArg (fun X : Matrix n n ℂ => X.trace.re) e
  simp only [Matrix.trace_sub, Matrix.trace_add, Complex.sub_re, Complex.add_re] at t
  have a' := (Complex.nonneg_iff.1 a).1
  have b' := (Complex.nonneg_iff.1 b).1
  linarith

/-- Let every level in `S` lie at least `g` below every other level. For `0 ≤ Q ≤ 1` with as many
electrons as there are levels in `S`, the band-energy excess over the state `P` filling `S` is at
least `g` times the promoted charge `N - tr(PQ)`, where `N` is the size of `S`. -/
theorem gap_mul_promoted_le {U Q : Matrix n n ℂ} {ε : n → ℝ} {S : Finset n} {g : ℝ}
    (hU : Uᴴ * U = 1) (hgap : Gapped ε S g) (h0 : Q.PosSemidef) (h1 : (1 - Q).PosSemidef)
    (hN : Q.trace = (S.card : ℂ)) :
    g * (S.card - (levelOperator U (filling S) * Q).trace.re)
      ≤ (levelOperator U ε * (Q - levelOperator U (filling S))).trace.re := by
  have hd0 : ∀ i, 0 ≤ occupation U Q i := fun i =>
    (Complex.nonneg_iff.1 (h0.conjTranspose_mul_mul_same U).diag_nonneg).1
  have hd1 : ∀ i, occupation U Q i ≤ 1 := by
    intro i
    have h : 0 ≤ (Uᴴ * (1 - Q) * U) i i := (h1.conjTranspose_mul_mul_same U).diag_nonneg
    rw [Matrix.mul_sub, Matrix.sub_mul, Matrix.mul_one, hU, Matrix.sub_apply,
      Matrix.one_apply_eq] at h
    have h' := (Complex.nonneg_iff.1 h).1
    rw [Complex.sub_re, Complex.one_re] at h'
    exact sub_nonneg.1 h'
  have hsum : ∑ i, occupation U Q i = S.card := by
    have h : (Uᴴ * Q * U).trace = (S.card : ℂ) := by
      rw [Matrix.trace_mul_comm, ← Matrix.mul_assoc, mul_eq_one_comm.1 hU, Matrix.one_mul, hN]
    have h' := congrArg Complex.re h
    simpa only [occupation, Matrix.trace, Matrix.diag_apply, Complex.re_sum,
      Complex.natCast_re] using h'
  have hfill : ∑ i, filling S i = S.card := by simp [filling]
  -- a reference energy not below any filled level and at least `g` below every empty one
  obtain ⟨μ, hμ, hμ'⟩ : ∃ μ, (∀ i ∈ S, ε i ≤ μ) ∧ ∀ j, j ∉ S → μ + g ≤ ε j := by
    rcases S.eq_empty_or_nonempty with rfl | hS
    · refine ⟨-(∑ i, |ε i|) - g, by simp, fun j _ => ?_⟩
      have h : |ε j| ≤ ∑ i, |ε i| := Finset.single_le_sum (f := fun i => |ε i|)
        (fun i _ => abs_nonneg (ε i)) (Finset.mem_univ j)
      have h' := neg_abs_le (ε j)
      linarith
    · obtain ⟨a, ha, hmax⟩ := S.exists_max_image ε hS
      exact ⟨ε a, hmax, hgap a ha⟩
  rw [Matrix.mul_sub, Matrix.trace_sub, Complex.sub_re]
  simp only [trace_levelOperator_mul, occupation_levelOperator hU]
  rw [← Finset.sum_sub_distrib]
  calc g * (S.card - ∑ i, filling S i * occupation U Q i)
      = ∑ i, (μ * (occupation U Q i - filling S i)
          + g * (occupation U Q i - filling S i * occupation U Q i)) := by
        simp only [Finset.sum_add_distrib, ← Finset.mul_sum, Finset.sum_sub_distrib, hsum, hfill]
        ring
    _ ≤ _ := by
        refine Finset.sum_le_sum fun i _ => ?_
        by_cases hi : i ∈ S
        · simp only [filling, if_pos hi]
          nlinarith [mul_nonneg (sub_nonneg.2 (hμ i hi)) (sub_nonneg.2 (hd1 i))]
        · simp only [filling, if_neg hi]
          nlinarith [mul_nonneg (sub_nonneg.2 (hμ' i hi)) (hd0 i)]

/-- Let `P` fill the levels of `H` in `S`, all at least `g > 0` below the others. Every `Q` with
`0 ≤ Q ≤ 1` and the same electron number obeys `tr((Q-P)²) ≤ (2/g) tr(H(Q-P))`. -/
theorem density_error_le_energy_excess {U Q : Matrix n n ℂ} {ε : n → ℝ} {S : Finset n} {g : ℝ}
    (hU : Uᴴ * U = 1) (hg : 0 < g) (hgap : Gapped ε S g) (h0 : Q.PosSemidef)
    (h1 : (1 - Q).PosSemidef) (hN : Q.trace = (S.card : ℂ)) :
    ((Q - levelOperator U (filling S)) * (Q - levelOperator U (filling S))).trace.re
      ≤ 2 / g * (levelOperator U ε * (Q - levelOperator U (filling S))).trace.re := by
  have hE := gap_mul_promoted_le hU hgap h0 h1 hN
  have hQ := trace_sq_le h0 h1
  rw [hN, Complex.natCast_re] at hQ
  have hP : (levelOperator U (filling S) * levelOperator U (filling S)).trace.re = S.card := by
    simp only [trace_levelOperator_mul, occupation_levelOperator hU]
    simp [filling]
  have hexp : ∀ P : Matrix n n ℂ, ((Q - P) * (Q - P)).trace.re
      = (Q * Q).trace.re - 2 * (P * Q).trace.re + (P * P).trace.re := by
    intro P
    have e : (Q - P) * (Q - P) = Q * Q - Q * P - P * Q + P * P := by noncomm_ring
    rw [e, Matrix.trace_add, Matrix.trace_sub, Matrix.trace_sub, Matrix.trace_mul_comm Q P]
    simp only [Complex.add_re, Complex.sub_re]
    ring
  -- the squared deviation is at most twice the promoted charge
  have hD : ((Q - levelOperator U (filling S)) * (Q - levelOperator U (filling S))).trace.re
      ≤ 2 * (S.card - (levelOperator U (filling S) * Q).trace.re) := by
    rw [hexp, hP]
    linarith
  rw [div_mul_eq_mul_div, le_div_iff₀ hg]
  have h := mul_le_mul_of_nonneg_right hD hg.le
  linarith

/-- The density matrix of one electron in the second of two levels. -/
def excited : Matrix (Fin 2) (Fin 2) ℂ := !![0, 0; 0, 1]

/-- For levels `0` and `g > 0` with the lower one filled, the excited state is a Hermitian projector
of trace one for which both sides of the gap bound equal two. -/
theorem two_level_witness {g : ℝ} (hg : 0 < g) :
    Gapped ![0, g] {0} g ∧ excited.IsHermitian ∧ excited * excited = excited ∧
    excited.trace = 1 ∧
    ((excited - levelOperator 1 (filling {0}))
      * (excited - levelOperator 1 (filling {0}))).trace.re = 2 ∧
    2 / g * (levelOperator 1 ![0, g]
      * (excited - levelOperator 1 (filling {0}))).trace.re = 2 := by
  have hP : levelOperator 1 (filling {0}) = (!![1, 0; 0, 0] : Matrix (Fin 2) (Fin 2) ℂ) := by
    ext i j
    fin_cases i <;> fin_cases j <;> simp [levelOperator, filling]
  have hH : levelOperator 1 ![0, g] = (!![0, 0; 0, (g : ℂ)] : Matrix (Fin 2) (Fin 2) ℂ) := by
    ext i j
    fin_cases i <;> fin_cases j <;> simp [levelOperator]
  refine ⟨?_, ?_, ?_, ?_, ?_, ?_⟩
  · intro i hi j hj
    fin_cases i <;> fin_cases j <;> simp_all
  · ext i j
    fin_cases i <;> fin_cases j <;> simp [excited, Matrix.conjTranspose_apply]
  · ext i j
    fin_cases i <;> fin_cases j <;> simp [excited, Matrix.mul_apply, Fin.sum_univ_two]
  · simp [excited, Matrix.trace_fin_two]
  · rw [hP]
    norm_num [excited, Matrix.trace_fin_two, Matrix.mul_apply, Fin.sum_univ_two]
  · have t : (!![0, 0; 0, (g : ℂ)] * (excited - !![1, 0; 0, 0])).trace = (g : ℂ) := by
      simp [excited, Matrix.trace_fin_two]
    rw [hP, hH, t, Complex.ofReal_re, div_mul_cancel₀ _ hg.ne']

end

end BandEnergyGapBound
```

```lean
#print axioms BandEnergyGapBound.gapped_of_monotone
#print axioms BandEnergyGapBound.density_error_le_energy_excess
```

```
'BandEnergyGapBound.gapped_of_monotone' depends on axioms: [propext, Classical.choice, Quot.sound]
'BandEnergyGapBound.density_error_le_energy_excess' depends on axioms: [propext, Classical.choice, Quot.sound]
```

## Reading the hypotheses and the proof

The matrices are complex, with a finite index type `n`. The hypothesis `hU` makes U unitary, `h0` and `h1` say 0 ≤ Q ≤ 1 (Hermiticity included), and `hN` fixes the electron number as the size of S. `Gapped ε S g` places every filled level at least g below every empty one. The suffix `.re` takes the real part of traces that are already real for these Hermitian matrices.

H enters in diagonalised form; for a given Hermitian matrix, the spectral theorem provides U and ε. For levels in increasing order, `gapped_of_monotone` obtains the gap condition from two consecutive levels. Lean counts from zero, so with N filled levels, and at least one level filled and one empty, a = N−1 and b = N.

`trace_levelOperator_mul` and `occupation_levelOperator` turn traces into sums over levels. In `gap_mul_promoted_le`, the facts `hd0`, `hd1` and `hsum` give the range and sum of the occupations, and `obtain` supplies μ. The `calc` block then compares the sums level by level, with `nlinarith` using the products (μ−εᵢ)(1−dᵢ) and (εⱼ−μ−g)dⱼ.

`trace_sq_le` proves tr(Q²) ≤ tr Q, with `noncomm_ring` checking the operator identity. In the main theorem, `hexp` expands the square, `hD` bounds it by 2q, and the last lines combine this with the energy estimate.

`two_level_witness` takes levels 0 and g and puts the electron in the upper one. This Q is a Hermitian projector, so it satisfies 0 ≤ Q ≤ 1, and both sides equal 2. No constant smaller than 2/g can therefore serve for all allowed Q and H.

To use the bound, a running code must still supply a positive lower bound on the gap and an upper bound on the true excess. The minimum tr(HP) is usually unknown during the minimisation, and a small energy change between two iterations does not show that the remaining excess is small.
